# For unit partial waves with overlap $s$, $|s|<1$, the shortest biorthogonal PAW projector has norm $1/\sqrt{1-s^2}$

In a PAW dataset, two smooth partial waves of the same angular-momentum channel, built at different reference energies, can be almost parallel inside the augmentation sphere. The projectors must still tell them apart. How strongly do the projection coefficients then react to an error in the wavefunction?

## Projector norms and worst-case shift

Let $\phi_1,\phi_2$ be unit vectors in a real inner-product space, with $s=\langle\phi_1,\phi_2\rangle$. Let $p_1,p_2$ lie in their span and satisfy $\langle p_i,\phi_j\rangle=\delta_{ij}$. Then

$$\|p_1\|^2=\|p_2\|^2=\frac1{1-s^2},\qquad \langle p_1,p_2\rangle=-\frac{s}{1-s^2}.$$

Every $q$ with $\langle q,\phi_1\rangle=1$ and $\langle q,\phi_2\rangle=0$ has $\|q\|\ge\|p_1\|$. Noise $\eta$ with $\|\eta\|\le\varepsilon$, added to a wavefunction $\psi$, shifts $\langle p_1,\psi\rangle$ by at most $\varepsilon/\sqrt{1-s^2}$, and this value is attained.

## Projection coefficients in a PAW code

A PAW code uses the coefficients $\langle p_i,\psi\rangle$, where $\psi$ is the smooth wavefunction, to build its on-site terms, so their errors enter those terms, where the errors of different coefficients can partly cancel. For two real partial waves normalised inside the augmentation sphere, the overlap alone fixes a lower limit on the worst-case error of each coefficient: at $s=0.99$ the amplification is at least about $7.1$, whichever biorthogonal projector the dataset uses.

## From the orthogonal residual to the noise bound

Set $u=\phi_1-s\phi_2$. Then $\|u\|^2=1-2s^2+s^2=1-s^2$. Any biorthogonal $q$ for $\phi_1$ gives $\langle q,u\rangle=1-s\cdot 0=1$, so $u\neq0$ and $|s|<1$.

Write $p_1=a\phi_1+b\phi_2$. Biorthogonality requires $a+bs=1$ and $as+b=0$, hence $b=-as$, $a(1-s^2)=1$ and

$$p_1=\frac{\phi_1-s\phi_2}{1-s^2},\qquad p_2=\frac{\phi_2-s\phi_1}{1-s^2},$$

the second by exchanging the waves. Therefore

$$\langle p_1,p_2\rangle=\frac{\langle p_1,\phi_2\rangle-s\langle p_1,\phi_1\rangle}{1-s^2}=-\frac{s}{1-s^2}.$$

For every biorthogonal $q$, $\langle q,p_1\rangle=\langle q,u\rangle/(1-s^2)=1/(1-s^2)$. The choice $q=p_1$ gives $\|p_1\|^2$. Expanding $\|q-p_1\|^2$ then yields

$$\|q\|^2=\frac1{1-s^2}+\|q-p_1\|^2,$$

so $p_1$ is the shortest.

The shift is $|\langle q,\psi+\eta\rangle-\langle q,\psi\rangle|=|\langle q,\eta\rangle|\le\varepsilon\|q\|$ by Cauchy–Schwarz, with equality for $\eta=\varepsilon q/\|q\|$. Inserting $\|p_1\|$ gives the sharp value for $p_1$; inserting $\|q\|\ge\|p_1\|$ gives the lower limit for every other $q$.

## The Lean file

```lean
import Mathlib

open scoped InnerProductSpace

namespace PAWProjectorNoise

variable {E : Type*} [NormedAddCommGroup E] [InnerProductSpace ℝ E]

/-- The vector `q` is a projector for the partial wave `φ`, biorthogonal to the
partial wave `χ`: its overlap with `φ` is one and its overlap with `χ` is zero. -/
def IsProjector (q φ χ : E) : Prop := ⟪q, φ⟫_ℝ = 1 ∧ ⟪q, χ⟫_ℝ = 0

/-- The dual of `φ` in the span of two unit partial waves `φ` and `χ`, for an overlap
different from `1` and `-1`. -/
noncomputable def dualProjector (φ χ : E) : E :=
  (1 / (1 - ⟪φ, χ⟫_ℝ ^ 2)) • (φ - ⟪φ, χ⟫_ℝ • χ)

/-- The possible absolute changes of the projection of `ψ` on `q` when noise of norm at
most `ε` is added to `ψ`. -/
def noiseShifts (q ψ : E) (ε : ℝ) : Set ℝ :=
  {δ | ∃ η : E, ‖η‖ ≤ ε ∧ δ = |⟪q, ψ + η⟫_ℝ - ⟪q, ψ⟫_ℝ|}

/-- For unit partial waves with overlap `s`, the part of `φ` orthogonal to `χ` has
squared norm `1 - s ^ 2`. -/
theorem residual_norm_sq {φ χ : E} (hφ : ‖φ‖ = 1) (hχ : ‖χ‖ = 1) :
    ‖φ - ⟪φ, χ⟫_ℝ • χ‖ ^ 2 = 1 - ⟪φ, χ⟫_ℝ ^ 2 := by
  rw [norm_sub_sq_real, inner_smul_right, norm_smul, hφ, hχ, Real.norm_eq_abs,
    mul_one, sq_abs]
  ring

/-- If two unit partial waves admit a biorthogonal projector, their overlap is smaller
than one in absolute value. -/
theorem abs_overlap_lt_one {φ χ q : E} (hφ : ‖φ‖ = 1) (hχ : ‖χ‖ = 1)
    (hq : IsProjector q φ χ) : |⟪φ, χ⟫_ℝ| < 1 := by
  -- the projector sees the orthogonal part of `φ`, which therefore cannot vanish
  have hu : φ - ⟪φ, χ⟫_ℝ • χ ≠ 0 := by
    intro h
    have h1 : ⟪q, φ - ⟪φ, χ⟫_ℝ • χ⟫_ℝ = 1 := by
      rw [inner_sub_right, inner_smul_right, hq.1, hq.2]
      ring
    rw [h, inner_zero_right] at h1
    exact zero_ne_one h1
  have h2 := residual_norm_sq hφ hχ
  have h3 := pow_pos (norm_pos_iff.2 hu) 2
  exact abs_lt.2 ⟨by nlinarith, by nlinarith⟩

/-- For unit partial waves whose overlap is smaller than one in absolute value, the
explicit dual is a biorthogonal projector. -/
theorem dual_isProjector {φ χ : E} (hφ : ‖φ‖ = 1) (hχ : ‖χ‖ = 1)
    (hs : |⟪φ, χ⟫_ℝ| < 1) : IsProjector (dualProjector φ χ) φ χ := by
  have hpos : 0 < 1 - ⟪φ, χ⟫_ℝ ^ 2 := by
    nlinarith [(abs_lt.1 hs).1, (abs_lt.1 hs).2]
  refine ⟨?_, ?_⟩
  · rw [dualProjector, real_inner_smul_left, inner_sub_left, real_inner_smul_left,
      real_inner_self_eq_norm_sq, hφ, real_inner_comm φ χ]
    have h : (1 : ℝ) ^ 2 - ⟪φ, χ⟫_ℝ * ⟪φ, χ⟫_ℝ = 1 - ⟪φ, χ⟫_ℝ ^ 2 := by ring
    rw [h, one_div_mul_cancel hpos.ne']
  · rw [dualProjector, real_inner_smul_left, inner_sub_left, real_inner_smul_left,
      real_inner_self_eq_norm_sq, hχ]
    ring

/-- A biorthogonal projector that lies in the span of the two unit partial waves is the
explicit dual. -/
theorem eq_dual_of_mem_span {φ χ p : E} (hφ : ‖φ‖ = 1) (hχ : ‖χ‖ = 1)
    (hp : p ∈ Submodule.span ℝ {φ, χ}) (hb : IsProjector p φ χ) :
    p = dualProjector φ χ := by
  obtain ⟨a, b, rfl⟩ := Submodule.mem_span_pair.1 hp
  obtain ⟨h1, h2⟩ := hb
  rw [inner_add_left, real_inner_smul_left, real_inner_smul_left,
    real_inner_self_eq_norm_sq, hφ, real_inner_comm φ χ] at h1
  rw [inner_add_left, real_inner_smul_left, real_inner_smul_left,
    real_inner_self_eq_norm_sq, hχ] at h2
  -- solve the two linear equations for the coefficients
  have hb : b = -(a * ⟪φ, χ⟫_ℝ) := by linarith
  have ha : a * (1 - ⟪φ, χ⟫_ℝ ^ 2) = 1 := by
    linear_combination h1 - ⟪φ, χ⟫_ℝ * h2
  have hd : 1 - ⟪φ, χ⟫_ℝ ^ 2 ≠ 0 := by
    intro h
    rw [h, mul_zero] at ha
    exact zero_ne_one ha
  have ha' : a = 1 / (1 - ⟪φ, χ⟫_ℝ ^ 2) := (eq_div_iff hd).2 ha
  rw [dualProjector, ← ha', hb]
  module

/-- The squared norm of any projector biorthogonal to two unit partial waves with overlap
`s` is `1 / (1 - s ^ 2)` plus its squared distance from the dual in their span. -/
theorem projector_norm_sq {φ χ q : E} (hφ : ‖φ‖ = 1) (hχ : ‖χ‖ = 1)
    (hq : IsProjector q φ χ) :
    ‖q‖ ^ 2 = 1 / (1 - ⟪φ, χ⟫_ℝ ^ 2) + ‖q - dualProjector φ χ‖ ^ 2 := by
  -- all biorthogonal projectors have the same overlap with the dual
  have key : ∀ r : E, IsProjector r φ χ →
      ⟪r, dualProjector φ χ⟫_ℝ = 1 / (1 - ⟪φ, χ⟫_ℝ ^ 2) := by
    intro r hr
    rw [dualProjector, inner_smul_right, inner_sub_right, inner_smul_right, hr.1, hr.2]
    ring
  have h1 := key q hq
  have h2 := key _ (dual_isProjector hφ hχ (abs_overlap_lt_one hφ hχ hq))
  rw [real_inner_self_eq_norm_sq] at h2
  rw [norm_sub_sq_real, h1, h2]
  ring

/-- For unit partial waves with overlap `s`, biorthogonal projectors in their span have
squared norm `1 / (1 - s ^ 2)` and mutual overlap `-s / (1 - s ^ 2)`, and no projector
for the first wave biorthogonal to the second is shorter than `p₁`. -/
theorem dual_pair_norms {φ₁ φ₂ p₁ p₂ : E} (h₁ : ‖φ₁‖ = 1) (h₂ : ‖φ₂‖ = 1)
    (m₁ : p₁ ∈ Submodule.span ℝ {φ₁, φ₂}) (m₂ : p₂ ∈ Submodule.span ℝ {φ₁, φ₂})
    (b₁ : IsProjector p₁ φ₁ φ₂) (b₂ : IsProjector p₂ φ₂ φ₁) :
    ‖p₁‖ ^ 2 = 1 / (1 - ⟪φ₁, φ₂⟫_ℝ ^ 2) ∧
    ‖p₂‖ ^ 2 = 1 / (1 - ⟪φ₁, φ₂⟫_ℝ ^ 2) ∧
    ⟪p₁, p₂⟫_ℝ = -⟪φ₁, φ₂⟫_ℝ / (1 - ⟪φ₁, φ₂⟫_ℝ ^ 2) ∧
    ∀ q : E, IsProjector q φ₁ φ₂ → ‖p₁‖ ≤ ‖q‖ := by
  have m₂' : p₂ ∈ Submodule.span ℝ {φ₂, φ₁} := by rwa [Set.pair_comm]
  have e₁ := eq_dual_of_mem_span h₁ h₂ m₁ b₁
  have e₂ := eq_dual_of_mem_span h₂ h₁ m₂' b₂
  have n₁ := projector_norm_sq h₁ h₂ b₁
  have n₂ := projector_norm_sq h₂ h₁ b₂
  rw [← e₁, sub_self, norm_zero] at n₁
  rw [← e₂, sub_self, norm_zero, real_inner_comm φ₁ φ₂] at n₂
  refine ⟨by linarith, by linarith, ?_, ?_⟩
  · rw [e₂, dualProjector, inner_smul_right, inner_sub_right, inner_smul_right,
      b₁.1, b₁.2, real_inner_comm φ₁ φ₂]
    ring
  · intro q hq
    have n := projector_norm_sq h₁ h₂ hq
    have hle : ‖p₁‖ ^ 2 ≤ ‖q‖ ^ 2 := by
      linarith [sq_nonneg ‖q - dualProjector φ₁ φ₂‖]
    nlinarith [norm_nonneg p₁, norm_nonneg q]

/-- The largest shift of a projection caused by noise of norm at most `ε ≥ 0` is `ε`
times the norm of the projector. -/
theorem noise_isGreatest (q ψ : E) {ε : ℝ} (hε : 0 ≤ ε) :
    IsGreatest (noiseShifts q ψ ε) (ε * ‖q‖) := by
  constructor
  · by_cases h : q = 0
    · exact ⟨0, by simpa using hε, by simp [h]⟩
    · -- the worst noise is parallel to the projector
      have hn : ‖q‖ ≠ 0 := norm_ne_zero_iff.2 h
      have h0 : 0 ≤ ε / ‖q‖ := by positivity
      have h1 : 0 ≤ ε / ‖q‖ * ‖q‖ ^ 2 := by positivity
      have h2 : ‖(ε / ‖q‖) • q‖ = ε := by
        rw [norm_smul, Real.norm_eq_abs, abs_of_nonneg h0, div_mul_cancel₀ _ hn]
      refine ⟨(ε / ‖q‖) • q, h2.le, ?_⟩
      rw [inner_add_right, add_sub_cancel_left, inner_smul_right,
        real_inner_self_eq_norm_sq, abs_of_nonneg h1]
      field_simp
  · rintro _ ⟨η, hη, rfl⟩
    rw [inner_add_right, add_sub_cancel_left]
    calc |⟪q, η⟫_ℝ| ≤ ‖q‖ * ‖η‖ := abs_real_inner_le_norm q η
      _ ≤ ‖q‖ * ε := by gcongr
      _ = ε * ‖q‖ := mul_comm _ _

/-- For the biorthogonal projector in the span of two unit partial waves with overlap `s`,
the largest shift caused by noise of norm at most `ε ≥ 0` is `ε / √(1 - s ^ 2)`. -/
theorem dual_noise_amplification {φ χ p : E} (hφ : ‖φ‖ = 1) (hχ : ‖χ‖ = 1)
    (hp : p ∈ Submodule.span ℝ {φ, χ}) (hb : IsProjector p φ χ)
    (ψ : E) {ε : ℝ} (hε : 0 ≤ ε) :
    IsGreatest (noiseShifts p ψ ε) (ε / √(1 - ⟪φ, χ⟫_ℝ ^ 2)) := by
  have n := projector_norm_sq hφ hχ hb
  rw [← eq_dual_of_mem_span hφ hχ hp hb, sub_self, norm_zero] at n
  have n' : ‖p‖ ^ 2 = 1 / (1 - ⟪φ, χ⟫_ℝ ^ 2) := by linarith
  have hN : ‖p‖ = 1 / √(1 - ⟪φ, χ⟫_ℝ ^ 2) := by
    rw [← Real.sqrt_sq (norm_nonneg p), n', Real.sqrt_div zero_le_one, Real.sqrt_one]
  have h := noise_isGreatest p ψ hε
  rwa [hN, mul_one_div] at h

/-- For every projector biorthogonal to two unit partial waves with overlap `s`, some
noise of norm at most `ε ≥ 0` shifts the projection by at least `ε / √(1 - s ^ 2)`. -/
theorem noise_floor {φ χ q : E} (hφ : ‖φ‖ = 1) (hχ : ‖χ‖ = 1)
    (hq : IsProjector q φ χ) (ψ : E) {ε : ℝ} (hε : 0 ≤ ε) :
    ∃ δ ∈ noiseShifts q ψ ε, ε / √(1 - ⟪φ, χ⟫_ℝ ^ 2) ≤ δ := by
  refine ⟨ε * ‖q‖, (noise_isGreatest q ψ hε).1, ?_⟩
  have n := projector_norm_sq hφ hχ hq
  have h : √(1 / (1 - ⟪φ, χ⟫_ℝ ^ 2)) ≤ ‖q‖ :=
    Real.sqrt_le_iff.2 ⟨norm_nonneg q, by linarith [sq_nonneg ‖q - dualProjector φ χ‖]⟩
  rw [Real.sqrt_div zero_le_one, Real.sqrt_one] at h
  rw [← mul_one_div]
  exact mul_le_mul_of_nonneg_left h hε

/-- In the plane, the unit vectors `(1, 0)` and `(3/5, 4/5)` have the biorthogonal
projectors `(1, -3/4)` and `(0, 5/4)`, which lie in their span. -/
theorem dual_pair_witness :
    ‖(!₂[1, 0] : EuclideanSpace ℝ (Fin 2))‖ = 1 ∧
    ‖(!₂[3/5, 4/5] : EuclideanSpace ℝ (Fin 2))‖ = 1 ∧
    (!₂[1, -3/4] : EuclideanSpace ℝ (Fin 2)) ∈
      Submodule.span ℝ {!₂[1, 0], !₂[3/5, 4/5]} ∧
    (!₂[0, 5/4] : EuclideanSpace ℝ (Fin 2)) ∈
      Submodule.span ℝ {!₂[1, 0], !₂[3/5, 4/5]} ∧
    IsProjector (!₂[1, -3/4] : EuclideanSpace ℝ (Fin 2)) !₂[1, 0] !₂[3/5, 4/5] ∧
    IsProjector (!₂[0, 5/4] : EuclideanSpace ℝ (Fin 2)) !₂[3/5, 4/5] !₂[1, 0] := by
  refine ⟨?_, ?_, ?_, ?_, ?_, ?_⟩
  · norm_num [EuclideanSpace.norm_eq, Fin.sum_univ_two]
  · rw [EuclideanSpace.norm_eq, Real.sqrt_eq_one]
    norm_num [Fin.sum_univ_two]
  · refine Submodule.mem_span_pair.2 ⟨25/16, -15/16, ?_⟩
    ext i
    fin_cases i <;> norm_num
  · refine Submodule.mem_span_pair.2 ⟨-15/16, 25/16, ?_⟩
    ext i
    fin_cases i <;> norm_num
  · constructor <;> norm_num [PiLp.inner_apply, Fin.sum_univ_two]
  · constructor <;> norm_num [PiLp.inner_apply, Fin.sum_univ_two]

end PAWProjectorNoise
```

```lean
#print axioms PAWProjectorNoise.projector_norm_sq
#print axioms PAWProjectorNoise.dual_pair_norms
#print axioms PAWProjectorNoise.dual_noise_amplification
#print axioms PAWProjectorNoise.noise_floor
```

```
'PAWProjectorNoise.projector_norm_sq' depends on axioms: [propext, Classical.choice, Quot.sound]
'PAWProjectorNoise.dual_pair_norms' depends on axioms: [propext, Classical.choice, Quot.sound]
'PAWProjectorNoise.dual_noise_amplification' depends on axioms: [propext, Classical.choice, Quot.sound]
'PAWProjectorNoise.noise_floor' depends on axioms: [propext, Classical.choice, Quot.sound]
```

## What the theorems say about a dataset

The space `E` is any real inner-product space, of finite or infinite dimension. It stands for real square-integrable functions inside the augmentation sphere, and `φ`, `χ` are the two smooth partial waves. `IsProjector q φ χ` is biorthogonality, with the wave to be detected named first. `noiseShifts q ψ ε` is the set of possible shifts, and `IsGreatest` says that the stated number belongs to this set and bounds it from above.

`dual_pair_norms` does not assume $|s|<1$: `abs_overlap_lt_one` derives it from the existence of a projector, using `residual_norm_sq`. Conversely, `dual_isProjector` assumes $|s|<1$ and shows that the explicit dual is biorthogonal. `eq_dual_of_mem_span` solves the two linear equations for $a$ and $b$, with `linear_combination` eliminating $b$. In `projector_norm_sq`, the step `key` is the common overlap $\langle q,p_1\rangle$, and `norm_sub_sq_real` expands the square.

`noise_isGreatest` treats any vector `q`, including zero, with parallel noise for attainment and `abs_real_inner_le_norm` for the bound. `dual_noise_amplification` and `noise_floor` insert the norms. `dual_pair_witness` exhibits a pair in the plane with $s=3/5$ that meets all the hypotheses; there the formulas give $\|p_i\|^2=25/16$ and $\langle p_1,p_2\rangle=-15/16$.

The guarantee concerns two normalised waves and an exact projector acting on a perturbed $\psi$. It leaves out complex wavefunctions, errors in the projectors themselves and floating-point rounding in the inner product. In a channel with three or more partial waves the lower limit still holds for every pair, but the shortest projector can be longer than the formula for two waves says. The noise may point in any direction of `E`, whereas errors from a particular basis set may never reach the worst one. How a shifted coefficient changes the total energy is a separate question.
